# Plasmon zero-point weight of an interface between two Drude media

## Drude media at imaginary frequency

Let $w\ge 0$ be the plasma frequency of a medium. At real frequency $\omega$ its undamped Drude dielectric function is $1-w^2/\omega^2$. Setting $\omega=iu$ with $u>0$ gives

$$\varepsilon_w(u)=1+\frac{w^2}{u^2}\ \ge 1 .$$

This form describes free electrons without damping, binding or spatial dispersion, in a background of dielectric constant one. Vacuum is the case $w=0$.

For two media in contact, with dielectric functions $\varepsilon_1$ and $\varepsilon_2$, define the zero-point weight

$$Z=\frac1{2\pi}\int_0^\infty \ln\frac{(\varepsilon_1+\varepsilon_2)^2}{4\,\varepsilon_1\varepsilon_2}\,du .$$

It has the dimension of a frequency, and becomes an energy when multiplied by $\hbar$. For Drude media with plasma frequencies $w_1,w_2\ge0$, write

$$W=\sqrt{\frac{w_1^2+w_2^2}{2}} .$$

## Interface modes and bulk modes

Without retardation, a charge oscillation bound to a flat interface satisfies $\varepsilon_1+\varepsilon_2=0$. At real frequency this reads $2-(w_1^2+w_2^2)/\omega^2=0$, so $\omega=W$ when the plasma frequencies differ. If they are equal there is no interface and no bound mode, and $W$ is the common plasma frequency. For a metal of plasma frequency $\omega_p$ facing vacuum, $W$ is the surface plasmon frequency $\omega_s=\omega_p/\sqrt2$.

The result is

$$Z=W-\frac{w_1+w_2}{2}=2\cdot\frac W2-\frac{w_1}2-\frac{w_2}2 .$$

With $\hbar=1$, this is the zero-point energy of two interface modes minus that of one bulk mode in each medium. A single interface has one such mode for each wavevector along it, so $Z$ is the energy per wavevector of two interfaces far enough apart not to couple, and one interface accounts for half of it. For metal and vacuum it is $\omega_s-\omega_p/2$, the plasmon weight that appears in the Langreth–Perdew long-wavelength analysis of the jellium surface energy. The calculation bears on the exchange-correlation part of that energy within a local, undamped Drude model; it does not compute a surface energy. The exchange-correlation part needs all wavevectors, and the full surface energy also has kinetic and electrostatic parts.

## The theorems in words

In Lean, `drude w` is $\varepsilon_w$ as a function of $u$, `interfacePlasmon w₁ w₂` is $W$, and `zeroPointWeight` is $Z$, prefactor included. Frequencies are real numbers without units, and `Ioi 0` is the half-line $u>0$. The arguments of `zeroPointWeight` are arbitrary real functions, but the theorems evaluate it only for Drude media and vacuum.

- `integral_log_drude`: for $a\ge0$, $\ln(1+a^2/u^2)$ is integrable on $u>0$ and its integral is $\pi a$.
- `zeroPointWeight_interface`: for $w_1,w_2\ge0$, the interface logarithm is integrable and $Z=W-(w_1+w_2)/2$.
- `zeroPointWeight_nonneg_and_eq_zero_iff`: under the same conditions $Z\ge0$, with $Z=0$ exactly when $w_1=w_2$.
- `zeroPointWeight_surface`: for $\omega_p>0$ and vacuum on the other side, the logarithm is integrable, $Z=\omega_p/\sqrt2-\omega_p/2$, and this value is positive.

Integrability is stated with each value because Lean assigns zero to the integral of a non-integrable function.

The mode condition $\varepsilon_1+\varepsilon_2=0$ and the reading of $Z$ as an energy difference are physical interpretation; the file starts from the integral.

## The integral of one Drude logarithm

For $a=0$ the integrand vanishes and the integral is zero. For $a>0$ take

$$F_a(u)=u\ln(u^2+a^2)-2u\ln u+2a\arctan\frac ua .$$

For $u>0$ its derivative is

$$F_a'(u)=\ln(u^2+a^2)+\frac{2u^2}{u^2+a^2}-2\ln u-2+\frac{2a^2}{u^2+a^2}.$$

The two fractions add up to $2$, which cancels the $-2$. What remains is $\ln(u^2+a^2)-2\ln u=\ln(1+a^2/u^2)$.

Since $u\ln u\to0$ as $u\to0^+$, $F_a$ extends continuously to $u=0$ with $F_a(0)=0$. For large $u$ write

$$F_a(u)=u\ln\left(1+\frac{a^2}{u^2}\right)+2a\arctan\frac ua .$$

The inequality $\ln x\le x-1$ puts the first term between $0$ and $a^2/u$, so it tends to zero. The second tends to $2a\cdot\pi/2=\pi a$. As the integrand is nonnegative and its primitive has a finite limit, it is integrable, and

$$\int_0^\infty\ln\left(1+\frac{a^2}{u^2}\right)du=\pi a .$$

## From one logarithm to the interface

The sum of two Drude functions is twice a Drude function:

$$\varepsilon_{w_1}+\varepsilon_{w_2}=2+\frac{w_1^2+w_2^2}{u^2}=2\,\varepsilon_W .$$

The factors of $4$ cancel in the interface logarithm, which becomes

$$\ln\frac{\varepsilon_W^2}{\varepsilon_{w_1}\varepsilon_{w_2}}=2\ln\varepsilon_W-\ln\varepsilon_{w_1}-\ln\varepsilon_{w_2} .$$

Each term is integrable, so the integral is $2\pi W-\pi w_1-\pi w_2$. Division by $2\pi$ gives $Z=W-(w_1+w_2)/2$.

For the sign, compare squares:

$$W^2-\left(\frac{w_1+w_2}{2}\right)^2=\frac{(w_1-w_2)^2}{4}\ge0 .$$

Both $W$ and the mean are nonnegative, so $Z\ge0$, with equality exactly when $w_1=w_2$. Setting $w_1=\omega_p>0$ and $w_2=0$ gives $Z=\omega_p/\sqrt2-\omega_p/2$, which is positive because $\sqrt2<2$.

## A negative frequency parameter breaks the formula

The Drude function depends only on $w^2$, whereas the result contains $w$ itself. Take $w_1=-1$ and $w_2=1$. The two dielectric functions are identical, the logarithm vanishes and $Z=0$. The formula would give $W-(w_1+w_2)/2=1-0=1$. The same pair violates the equality criterion, since $Z=0$ although $w_1\ne w_2$. In the surface theorem, allowing $\omega_p=0$ would lose strict positivity, because vacuum against vacuum has weight zero.

## The Lean file

```lean
import Mathlib

open MeasureTheory Set Filter Topology
open scoped Real

namespace JelliumSurfaceZeroPoint

noncomputable section

/-- Drude dielectric function at imaginary frequency `i u`, with plasma frequency `w`. -/
def drude (w u : ℝ) : ℝ := 1 + w ^ 2 / u ^ 2

/-- The logarithm `ln((ε₁ + ε₂)² / (4 ε₁ ε₂))` for two media in contact, at imaginary
frequency `i u`. -/
def interfaceIntegrand (ε₁ ε₂ : ℝ → ℝ) (u : ℝ) : ℝ :=
  Real.log ((ε₁ u + ε₂ u) ^ 2 / (4 * ε₁ u * ε₂ u))

/-- The plasmon zero-point weight of an interface: the integral of `interfaceIntegrand` over
positive imaginary frequencies, divided by `2π`. -/
def zeroPointWeight (ε₁ ε₂ : ℝ → ℝ) : ℝ :=
  1 / (2 * π) * ∫ u in Ioi (0 : ℝ), interfaceIntegrand ε₁ ε₂ u

/-- The root mean square of the plasma frequencies of two media. -/
def interfacePlasmon (w₁ w₂ : ℝ) : ℝ := √((w₁ ^ 2 + w₂ ^ 2) / 2)

/-- A primitive in `u` of the logarithm of the Drude function. -/
def logPrimitive (a u : ℝ) : ℝ :=
  u * Real.log (u ^ 2 + a ^ 2) - 2 * (u * Real.log u) + 2 * a * Real.arctan (u / a)

/-- The Drude function is at least one on the imaginary frequency axis. -/
theorem one_le_drude (w u : ℝ) : 1 ≤ drude w u := by
  have h : 0 ≤ w ^ 2 / u ^ 2 := by positivity
  unfold drude
  linarith

/-- The logarithm of the Drude function as a difference of logarithms, for `u > 0`. -/
theorem log_drude {a u : ℝ} (hu : 0 < u) :
    Real.log (drude a u) = Real.log (u ^ 2 + a ^ 2) - 2 * Real.log u := by
  have hu2 : u ^ 2 ≠ 0 := by positivity
  have hs : u ^ 2 + a ^ 2 ≠ 0 := by positivity
  have h : drude a u = (u ^ 2 + a ^ 2) / u ^ 2 := by
    unfold drude
    rw [add_div, div_self hu2]
  have h2 : Real.log (u ^ 2) = 2 * Real.log u := by simp [Real.log_pow]
  rw [h, Real.log_div hs hu2, h2]

/-- For `u > 0` the derivative of `logPrimitive` is the logarithm of the Drude function. -/
theorem hasDerivAt_logPrimitive {a u : ℝ} (ha : 0 < a) (hu : 0 < u) :
    HasDerivAt (logPrimitive a) (Real.log (drude a u)) u := by
  have hs : u ^ 2 + a ^ 2 ≠ 0 := by positivity
  have h1 : HasDerivAt (fun x : ℝ => x ^ 2 + a ^ 2) (2 * u) u :=
    ((hasDerivAt_pow 2 u).add_const (a ^ 2)).congr_deriv (by norm_num)
  have h3 := (hasDerivAt_id' u).fun_mul (h1.log hs)
  have h4 := ((hasDerivAt_id' u).fun_mul (Real.hasDerivAt_log hu.ne')).const_mul 2
  have h5 : HasDerivAt (fun x : ℝ => 2 * a * Real.arctan (x / a))
      (2 * a * (1 / (1 + (u / a) ^ 2) * (1 / a))) u :=
    (((hasDerivAt_id' u).div_const a).arctan).const_mul (2 * a)
  refine ((h3.fun_sub h4).fun_add h5).congr_deriv ?_
  rw [log_drude hu]
  -- the rational terms cancel
  have e1 : u * u⁻¹ = 1 := mul_inv_cancel₀ hu.ne'
  have e2 : 2 * a * (1 / (1 + (u / a) ^ 2) * (1 / a)) = 2 * a ^ 2 / (u ^ 2 + a ^ 2) := by
    field_simp
    ring
  have e3 : u * (2 * u / (u ^ 2 + a ^ 2)) + 2 * a ^ 2 / (u ^ 2 + a ^ 2) = 2 := by
    field_simp
  linear_combination e2 + e3 - 2 * e1

/-- At large `u` the primitive tends to `π a`. -/
theorem tendsto_logPrimitive {a : ℝ} (ha : 0 < a) :
    Tendsto (logPrimitive a) atTop (𝓝 (π * a)) := by
  -- the logarithmic part is squeezed between 0 and a² / u
  have h1 : Tendsto (fun u : ℝ => u * Real.log (drude a u)) atTop (𝓝 0) := by
    have hlim : Tendsto (fun u : ℝ => a ^ 2 / u) atTop (𝓝 0) :=
      tendsto_const_nhds.div_atTop tendsto_id
    refine squeeze_zero' ?_ ?_ hlim
    · filter_upwards [eventually_gt_atTop (0 : ℝ)] with u hu
      exact mul_nonneg hu.le (Real.log_nonneg (one_le_drude a u))
    · filter_upwards [eventually_gt_atTop (0 : ℝ)] with u hu
      have h := Real.log_le_sub_one_of_pos (zero_lt_one.trans_le (one_le_drude a u))
      calc u * Real.log (drude a u) ≤ u * (drude a u - 1) :=
            mul_le_mul_of_nonneg_left h hu.le
        _ = a ^ 2 / u := by
            unfold drude
            field_simp
            ring
  have h2 : Tendsto (fun u : ℝ => 2 * a * Real.arctan (u / a)) atTop
      (𝓝 (2 * a * (π / 2))) :=
    ((Real.tendsto_arctan_atTop.mono_right nhdsWithin_le_nhds).comp
      (tendsto_id.atTop_div_const ha)).const_mul (2 * a)
  have h := h1.add h2
  rw [show (0 : ℝ) + 2 * a * (π / 2) = π * a by ring] at h
  refine h.congr' ?_
  filter_upwards [eventually_gt_atTop (0 : ℝ)] with u hu
  simp only [log_drude hu, logPrimitive]
  ring

/-- The logarithm of the Drude function, `ln(1 + a²/u²)`, is integrable over `u > 0` and its
integral is `π a`. -/
theorem integral_log_drude {a : ℝ} (ha : 0 ≤ a) :
    IntegrableOn (fun u => Real.log (drude a u)) (Ioi 0) ∧
      ∫ u in Ioi (0 : ℝ), Real.log (drude a u) = π * a := by
  rcases ha.eq_or_lt with rfl | ha
  · simp [drude]
  have c1 : Continuous fun u : ℝ => u * Real.log (u ^ 2 + a ^ 2) :=
    continuous_id'.mul (Continuous.log (by fun_prop) (fun u => by positivity))
  have c2 : Continuous fun u : ℝ => 2 * a * Real.arctan (u / a) :=
    continuous_const.mul (Real.continuous_arctan.comp (continuous_id.div_const a))
  have c3 : Continuous (logPrimitive a) :=
    (c1.sub (continuous_const.mul Real.continuous_mul_log)).add c2
  have c : ContinuousWithinAt (logPrimitive a) (Ici 0) 0 := c3.continuousWithinAt
  have d : ∀ u ∈ Ioi (0 : ℝ), HasDerivAt (logPrimitive a) (Real.log (drude a u)) u :=
    fun u hu => hasDerivAt_logPrimitive ha hu
  have p : ∀ u ∈ Ioi (0 : ℝ), 0 ≤ Real.log (drude a u) :=
    fun u _ => Real.log_nonneg (one_le_drude a u)
  refine ⟨integrableOn_Ioi_deriv_of_nonneg c d p (tendsto_logPrimitive ha), ?_⟩
  rw [integral_Ioi_of_hasDerivAt_of_nonneg c d p (tendsto_logPrimitive ha)]
  simp [logPrimitive]

/-- For two Drude media the interface logarithm splits into Drude logarithms at the interface
frequency and at the two bulk plasma frequencies. -/
theorem interfaceIntegrand_drude (w₁ w₂ u : ℝ) :
    interfaceIntegrand (drude w₁) (drude w₂) u =
      2 * Real.log (drude (interfacePlasmon w₁ w₂) u) - Real.log (drude w₁ u)
        - Real.log (drude w₂ u) := by
  have hs : drude w₁ u + drude w₂ u = 2 * drude (interfacePlasmon w₁ w₂) u := by
    unfold drude interfacePlasmon
    rw [Real.sq_sqrt (by positivity)]
    ring
  have pos : ∀ w, drude w u ≠ 0 := fun w => (zero_lt_one.trans_le (one_le_drude w u)).ne'
  have h2 : Real.log (drude (interfacePlasmon w₁ w₂) u ^ 2) =
      2 * Real.log (drude (interfacePlasmon w₁ w₂) u) := by simp [Real.log_pow]
  unfold interfaceIntegrand
  rw [hs, mul_pow, show (2 : ℝ) ^ 2 = 4 by norm_num, mul_assoc (4 : ℝ),
    mul_div_mul_left _ _ (four_ne_zero : (4 : ℝ) ≠ 0),
    Real.log_div (pow_ne_zero 2 (pos _)) (mul_ne_zero (pos _) (pos _)),
    Real.log_mul (pos _) (pos _), h2]
  ring

/-- For two Drude media in contact the interface logarithm is integrable, and the zero-point
weight is the interface frequency minus the mean of the two bulk plasma frequencies. -/
theorem zeroPointWeight_interface {w₁ w₂ : ℝ} (h₁ : 0 ≤ w₁) (h₂ : 0 ≤ w₂) :
    IntegrableOn (interfaceIntegrand (drude w₁) (drude w₂)) (Ioi 0) ∧
      zeroPointWeight (drude w₁) (drude w₂) = interfacePlasmon w₁ w₂ - (w₁ + w₂) / 2 := by
  obtain ⟨iS, eS⟩ := integral_log_drude (a := interfacePlasmon w₁ w₂) (Real.sqrt_nonneg _)
  obtain ⟨i1, e1⟩ := integral_log_drude h₁
  obtain ⟨i2, e2⟩ := integral_log_drude h₂
  have j : IntegrableOn (fun u => 2 * Real.log (drude (interfacePlasmon w₁ w₂) u)) (Ioi 0) :=
    Integrable.const_mul iS 2
  have k : IntegrableOn (fun u => 2 * Real.log (drude (interfacePlasmon w₁ w₂) u)
      - Real.log (drude w₁ u)) (Ioi 0) := Integrable.sub j i1
  constructor
  · rw [funext (interfaceIntegrand_drude w₁ w₂)]
    exact Integrable.sub k i2
  · have e : ∫ u in Ioi (0 : ℝ), interfaceIntegrand (drude w₁) (drude w₂) u =
        2 * (π * interfacePlasmon w₁ w₂) - π * w₁ - π * w₂ := by
      simp only [interfaceIntegrand_drude]
      rw [integral_sub k i2, integral_sub j i1, integral_const_mul, eS, e1, e2]
    rw [zeroPointWeight, e]
    field_simp
    ring

/-- The zero-point weight of an interface between two Drude media is nonnegative, and it
vanishes exactly when their plasma frequencies agree. -/
theorem zeroPointWeight_nonneg_and_eq_zero_iff {w₁ w₂ : ℝ} (h₁ : 0 ≤ w₁) (h₂ : 0 ≤ w₂) :
    0 ≤ zeroPointWeight (drude w₁) (drude w₂) ∧
      (zeroPointWeight (drude w₁) (drude w₂) = 0 ↔ w₁ = w₂) := by
  rw [(zeroPointWeight_interface h₁ h₂).2]
  have hs : interfacePlasmon w₁ w₂ ^ 2 = (w₁ ^ 2 + w₂ ^ 2) / 2 :=
    Real.sq_sqrt (by positivity)
  refine ⟨sub_nonneg.2 ((le_abs_self _).trans
    (Real.abs_le_sqrt (by nlinarith [sq_nonneg (w₁ - w₂)]))), fun h => ?_, fun h => ?_⟩
  · have hsq : (w₁ - w₂) ^ 2 = 0 := by
      linear_combination (-4) * hs + 4 * (interfacePlasmon w₁ w₂ + (w₁ + w₂) / 2) * h
    exact sub_eq_zero.1 ((pow_eq_zero_iff two_ne_zero).1 hsq)
  · subst h
    rw [interfacePlasmon, show (w₁ ^ 2 + w₁ ^ 2) / 2 = w₁ ^ 2 by ring, Real.sqrt_sq h₁]
    ring

/-- For a Drude metal facing vacuum (`ε = 1`) the logarithm is integrable, and the zero-point
weight is `wp/√2 - wp/2`, which is positive. -/
theorem zeroPointWeight_surface {wp : ℝ} (hw : 0 < wp) :
    IntegrableOn (interfaceIntegrand (drude wp) (fun _ => 1)) (Ioi 0) ∧
      zeroPointWeight (drude wp) (fun _ => 1) = wp / √2 - wp / 2 ∧
      0 < wp / √2 - wp / 2 := by
  -- vacuum is the Drude medium of zero plasma frequency
  have hv : drude 0 = fun _ => 1 := by
    funext u
    simp [drude]
  have hp : interfacePlasmon wp 0 = wp / √2 := by
    rw [interfacePlasmon, show wp ^ 2 + (0 : ℝ) ^ 2 = wp ^ 2 by ring,
      Real.sqrt_div (sq_nonneg wp), Real.sqrt_sq hw.le]
  have h := zeroPointWeight_interface hw.le (le_refl (0 : ℝ))
  rw [hv, hp, add_zero] at h
  have h2 : √2 < (2 : ℝ) := (Real.sqrt_lt' (by norm_num)).2 (by norm_num)
  exact ⟨h.1, h.2, sub_pos.2 (div_lt_div_of_pos_left hw (by positivity) h2)⟩

end

end JelliumSurfaceZeroPoint
```

```lean
#print axioms JelliumSurfaceZeroPoint.zeroPointWeight_interface
#print axioms JelliumSurfaceZeroPoint.zeroPointWeight_nonneg_and_eq_zero_iff
#print axioms JelliumSurfaceZeroPoint.zeroPointWeight_surface
```

```
'JelliumSurfaceZeroPoint.zeroPointWeight_interface' depends on axioms: [propext, Classical.choice, Quot.sound]
'JelliumSurfaceZeroPoint.zeroPointWeight_nonneg_and_eq_zero_iff' depends on axioms: [propext, Classical.choice, Quot.sound]
'JelliumSurfaceZeroPoint.zeroPointWeight_surface' depends on axioms: [propext, Classical.choice, Quot.sound]
```

## How the proof follows the calculation

`one_le_drude` supplies the bound $\varepsilon_w\ge1$, which makes the logarithms nonnegative and their arguments nonzero. `log_drude` rewrites $\ln\varepsilon_a$ as $\ln(u^2+a^2)-2\ln u$ for $u>0$.

`hasDerivAt_logPrimitive` differentiates `logPrimitive`, the function $F_a$. The product and chain rules produce `h3`, `h4` and `h5`, one for each term of $F_a$. The identity `e2` simplifies the arctangent's derivative, `e3` says that the two fractions add up to $2$, and `linear_combination` carries out the cancellation.

`tendsto_logPrimitive` is the limit at infinity. `squeeze_zero'` traps $u\ln\varepsilon_a$ between $0$ and $a^2/u$, with the upper bound taken from `Real.log_le_sub_one_of_pos`. The arctangent limit is added, and the sum is identified with $F_a$ for positive $u$.

`integral_log_drude` first disposes of $a=0$. For $a>0$ it collects the continuity of $F_a$, its derivative, the sign of that derivative and the limit. The Mathlib theorem `integrableOn_Ioi_deriv_of_nonneg` turns these into integrability, and `integral_Ioi_of_hasDerivAt_of_nonneg` gives the value as the limit minus $F_a(0)$.

`interfaceIntegrand_drude` is the splitting into three logarithms. Its step `hs` is the identity $\varepsilon_{w_1}+\varepsilon_{w_2}=2\varepsilon_W$; the remaining rewrites cancel the $4$ and apply the rules for logarithms of quotients, products and powers. `zeroPointWeight_interface` then applies the single integral at $W$, $w_1$ and $w_2$. The facts `j` and `k` record the integrability needed to integrate the differences term by term.

In `zeroPointWeight_nonneg_and_eq_zero_iff`, `nlinarith` uses $(w_1-w_2)^2\ge0$ to compare the squares, and `Real.abs_le_sqrt` passes to the square root. If $Z=0$, multiplying $W-(w_1+w_2)/2=0$ by $4\bigl(W+(w_1+w_2)/2\bigr)$ yields $(w_1-w_2)^2=0$; this is the `linear_combination` step. The converse is direct substitution.

`zeroPointWeight_surface` identifies vacuum with `drude 0`, evaluates $W$ as $\omega_p/\sqrt2$, and specialises the interface theorem. Positivity follows from `h2`, the inequality $\sqrt2<2$.
